# A QR step shifted by an exact eigenvalue deflates an unreduced Hessenberg matrix

Shift the matrix $\mathrm{diag}(0,1)$ by its eigenvalue $0$ and take one QR step with $Q=1$. Nothing changes, and the last diagonal entry is still $1$. A program that records the eigenvalue $0$ and deletes the last row and column is left with $0$ again, and has lost the eigenvalue $1$. An exact shift alone therefore doesn't justify deflation. For a Hessenberg matrix with nonzero subdiagonal, it does.

## One step by hand

Let $H$ be a complex $(n+1)\times(n+1)$ matrix with indices $0,\dots,n$. Suppose that it is upper Hessenberg, $H_{ij}=0$ for $i>j+1$, and unreduced, $H_{j+1,j}\neq0$. Let $H-s=QR$ with $Q$ unitary and $R$ upper triangular, and let $H'=RQ+s$ be the next iterate. The claim is that if $s$ is an eigenvalue of $H$, then $R_{nn}=0$ and the last row of $H'$ is $(0,\dots,0,s)$.

Take $v\neq0$ with $Hv=sv$. First, $v_n\neq0$. Suppose instead that $v_n=0$, and that $v_{i+1}=\dots=v_n=0$ is already known for some $i<n$. Row $i+1$ of the eigenvalue equation is
$$\sum_j H_{i+1,j}v_j=s\,v_{i+1}=0.$$
Terms with $j<i$ vanish by the Hessenberg form and terms with $j>i$ by assumption. This leaves $H_{i+1,i}v_i=0$, so $v_i=0$. Continuing upwards gives $v=0$, a contradiction.

Next, $R=Q^\dagger(H-s)$, so $Rv=0$. Its last row reads $R_{nn}v_n=0$, hence $R_{nn}=0$. The whole last row of $R$ is then zero, and so is that of $RQ$. Adding $s$ gives the claimed row.

Conversely, if $R_{nn}=0$, then $\det R=0$ and $\det(H-s)=\det Q\,\det R=0$, so $s$ is an eigenvalue.

Two consequences follow. The last row of $Q^\dagger H=R+sQ^\dagger$ says that $q^\dagger H=s\,q^\dagger$, where $q$ is the last column of $Q$, a unit vector. Also $H'=Q^\dagger(H-s)Q+s=Q^\dagger HQ$, so $H$ and $H'$ have the same characteristic determinant. Expanding $\det(z-H')$ along its last row, whose only possibly nonzero entry is $z-s$, gives
$$\det(z-H)=(z-s)\det(z-B),$$
where $B$ is $H'$ without its last row and column.

Unreduced Hessenberg matrices arise when the Arnoldi method projects a non-Hermitian effective Hamiltonian. The shift must then be an eigenvalue of the projected matrix, which need not be an eigenvalue of the Hamiltonian itself. In exact arithmetic, and with that eigenvalue known exactly, one step splits it off.

## Hessenberg form, shift and factorisation in Lean

```lean
import Mathlib

open Matrix

namespace PerfectShiftQR

noncomputable section

variable {n : ℕ}
```

The size is `n + 1`, so a last index `Fin.last n` always exists. For `n = 0` the Hessenberg conditions are empty.

```lean
/-- An upper Hessenberg matrix all of whose subdiagonal entries are nonzero. -/
structure IsUnreducedHessenberg (H : Matrix (Fin (n + 1)) (Fin (n + 1)) ℂ) : Prop where
  below : ∀ i j, j.val + 1 < i.val → H i j = 0
  sub : ∀ i j, i.val = j.val + 1 → H i j ≠ 0
```

An eigenvalue is specified by a nonzero right eigenvector.

```lean
/-- The number `s` is an eigenvalue of `H`: some nonzero vector `v` satisfies `H v = s v`. -/
def IsEigenvalue (H : Matrix (Fin (n + 1)) (Fin (n + 1)) ℂ) (s : ℂ) : Prop :=
  ∃ v : Fin (n + 1) → ℂ, v ≠ 0 ∧ H *ᵥ v = s • v
```

The QR factorisation is a hypothesis: its existence is assumed, and no algorithm for computing it is modelled. For square matrices, `Qᴴ * Q = 1` is full unitarity.

```lean
/-- The factorisation `H - s = Q R` with `Q` unitary and `R` upper triangular. -/
structure IsShiftedQR (H Q R : Matrix (Fin (n + 1)) (Fin (n + 1)) ℂ) (s : ℂ) : Prop where
  unitary : Qᴴ * Q = 1
  upper : ∀ i j, j < i → R i j = 0
  factor : H - s • (1 : Matrix (Fin (n + 1)) (Fin (n + 1)) ℂ) = Q * R
```

The next two definitions are $H'$ and the block used to form $B$.

```lean
/-- The next iterate `R Q + s` of the shifted QR algorithm. -/
def nextIterate (Q R : Matrix (Fin (n + 1)) (Fin (n + 1)) ℂ) (s : ℂ) :
    Matrix (Fin (n + 1)) (Fin (n + 1)) ℂ :=
  R * Q + s • 1

/-- The leading block of a matrix, with the last row and the last column removed. -/
def leadingBlock (A : Matrix (Fin (n + 1)) (Fin (n + 1)) ℂ) : Matrix (Fin n) (Fin n) ℂ :=
  A.submatrix Fin.castSucc Fin.castSucc
```

## From the eigenvector to the corner of $R$

In the first proof, `key` is the upward propagation: after `k` steps, every component with `n ≤ i.val + k` is zero. `Finset.sum_eq_single` reduces the row sum to its one surviving term, and `hH.sub` permits division by the subdiagonal entry.

```lean
variable {H Q R : Matrix (Fin (n + 1)) (Fin (n + 1)) ℂ} {s : ℂ}

/-- Every eigenvector of an unreduced Hessenberg matrix has a nonzero last component. -/
theorem eigenvector_last_ne_zero (hH : IsUnreducedHessenberg H) {v : Fin (n + 1) → ℂ}
    (hv : v ≠ 0) (he : H *ᵥ v = s • v) : v (Fin.last n) ≠ 0 := by
  intro h0
  -- a vanishing last component propagates upwards, one row at a time
  have key : ∀ k : ℕ, ∀ i : Fin (n + 1), n ≤ i.val + k → v i = 0 := by
    intro k
    induction k with
    | zero =>
      intro i hi
      have hl : i = Fin.last n :=
        Fin.ext (by have := i.isLt; simp only [Fin.val_last]; omega)
      rw [hl]
      exact h0
    | succ k ih =>
      intro i hi
      by_cases hk : n ≤ i.val + k
      · exact ih i hk
      · have hlt : i.val + 1 < n + 1 := by omega
        have hrow := congrFun he ⟨i.val + 1, hlt⟩
        have hnext : v ⟨i.val + 1, hlt⟩ = 0 :=
          ih ⟨i.val + 1, hlt⟩ (by show n ≤ i.val + 1 + k; omega)
        have hsum : (H *ᵥ v) ⟨i.val + 1, hlt⟩ = H ⟨i.val + 1, hlt⟩ i * v i := by
          show ∑ j, H ⟨i.val + 1, hlt⟩ j * v j = _
          apply Finset.sum_eq_single i
          · intro j _ hji
            have hne : j.val ≠ i.val := fun h => hji (Fin.ext h)
            rcases lt_or_gt_of_ne hne with h | h
            · rw [hH.below ⟨i.val + 1, hlt⟩ j (by show j.val + 1 < i.val + 1; omega),
                zero_mul]
            · rw [ih j (by omega), mul_zero]
          · intro h
            exact absurd (Finset.mem_univ i) h
        rw [hsum, Pi.smul_apply, hnext, smul_zero] at hrow
        exact (mul_eq_zero.mp hrow).resolve_left (hH.sub ⟨i.val + 1, hlt⟩ i rfl)
  exact hv (funext fun i => key n i (by omega))
```

Multiplying the factorisation by $Q^\dagger$ isolates $R$.

```lean
/-- The triangular factor is `R = Qᴴ (H - s)`. -/
theorem triangular_factor_eq (h : IsShiftedQR H Q R s) :
    R = Qᴴ * (H - s • (1 : Matrix (Fin (n + 1)) (Fin (n + 1)) ℂ)) := by
  rw [h.factor, ← Matrix.mul_assoc, h.unitary, Matrix.one_mul]
```

The equivalence treats its two directions as above. The determinant argument recovers an eigenvector through `Matrix.exists_mulVec_eq_zero_iff`; only the other direction uses the unreduced form.

```lean
/-- For an unreduced Hessenberg matrix, the last diagonal entry of `R` vanishes exactly when
the shift is an eigenvalue. -/
theorem corner_eq_zero_iff (hH : IsUnreducedHessenberg H) (h : IsShiftedQR H Q R s) :
    R (Fin.last n) (Fin.last n) = 0 ↔ IsEigenvalue H s := by
  constructor
  · intro h0
    -- a zero last row makes `R`, and hence `H - s`, singular
    have hdet : R.det = 0 := by
      apply Matrix.det_eq_zero_of_row_eq_zero (Fin.last n)
      intro j
      rcases eq_or_ne j (Fin.last n) with hj | hj
      · rw [hj, h0]
      · exact h.upper _ _ (Fin.lt_last_iff_ne_last.mpr hj)
    have hs : (H - s • (1 : Matrix (Fin (n + 1)) (Fin (n + 1)) ℂ)).det = 0 := by
      rw [h.factor, Matrix.det_mul, hdet, mul_zero]
    obtain ⟨v, hv, hz⟩ := Matrix.exists_mulVec_eq_zero_iff.mpr hs
    refine ⟨v, hv, ?_⟩
    rw [Matrix.sub_mulVec, Matrix.smul_mulVec, Matrix.one_mulVec] at hz
    exact sub_eq_zero.mp hz
  · rintro ⟨v, hv, he⟩
    have hz : (H - s • (1 : Matrix (Fin (n + 1)) (Fin (n + 1)) ℂ)) *ᵥ v = 0 := by
      rw [Matrix.sub_mulVec, Matrix.smul_mulVec, Matrix.one_mulVec, he, sub_self]
    have hRv : R *ᵥ v = 0 := by
      rw [triangular_factor_eq h, ← Matrix.mulVec_mulVec, hz, Matrix.mulVec_zero]
    -- the last row of `R v = 0` has a single term
    have hsum : (R *ᵥ v) (Fin.last n) = R (Fin.last n) (Fin.last n) * v (Fin.last n) := by
      show ∑ j, R (Fin.last n) j * v j = _
      apply Finset.sum_eq_single (Fin.last n)
      · intro j _ hj
        rw [h.upper _ _ (Fin.lt_last_iff_ne_last.mpr hj), zero_mul]
      · intro hn
        exact absurd (Finset.mem_univ _) hn
    rw [hRv, Pi.zero_apply] at hsum
    exact (mul_eq_zero.mp hsum.symm).resolve_right (eigenvector_last_ne_zero hH hv he)
```

Triangularity supplies the remaining zeros of the last row.

```lean
/-- For an unreduced Hessenberg matrix with an eigenvalue as shift, the whole last row of `R`
vanishes. -/
theorem last_row_eq_zero (hH : IsUnreducedHessenberg H) (h : IsShiftedQR H Q R s)
    (hs : IsEigenvalue H s) (j : Fin (n + 1)) : R (Fin.last n) j = 0 := by
  rcases eq_or_ne j (Fin.last n) with hj | hj
  · rw [hj]
    exact (corner_eq_zero_iff hH h).mpr hs
  · exact h.upper _ _ (Fin.lt_last_iff_ne_last.mpr hj)
```

In the main theorem, `Pi.single (Fin.last n) s` is the row $(0,\dots,0,s)$.

```lean
/-- Perfect shift: if the shift `s` is an eigenvalue of an unreduced Hessenberg matrix, the last
diagonal entry of `R` is zero and the last row of `R Q + s` is `(0, ..., 0, s)`. -/
theorem perfect_shift (hH : IsUnreducedHessenberg H) (h : IsShiftedQR H Q R s)
    (hs : IsEigenvalue H s) :
    R (Fin.last n) (Fin.last n) = 0 ∧
      nextIterate Q R s (Fin.last n) = Pi.single (Fin.last n) s := by
  refine ⟨(corner_eq_zero_iff hH h).mpr hs, ?_⟩
  ext j
  have hRQ : (R * Q) (Fin.last n) j = 0 := by
    rw [Matrix.mul_apply]
    exact Finset.sum_eq_zero fun k _ => by rw [last_row_eq_zero hH h hs k, zero_mul]
  rw [nextIterate, Matrix.add_apply, hRQ, zero_add, Matrix.smul_apply, Matrix.one_apply,
    Pi.single_apply]
  simp [eq_comm]
```

## Left eigenvector and deflation

The row `Qᴴ (Fin.last n)` is $q^\dagger$. It is nonzero because the last diagonal entry of $Q^\dagger Q$ is $1$.

```lean
/-- For an unreduced Hessenberg matrix `H` with an eigenvalue as shift, the conjugated last column
of `Q` is a left eigenvector of `H` for that eigenvalue. -/
theorem last_column_left_eigenvector (hH : IsUnreducedHessenberg H)
    (h : IsShiftedQR H Q R s) (hs : IsEigenvalue H s) :
    Qᴴ (Fin.last n) ≠ 0 ∧ Qᴴ (Fin.last n) ᵥ* H = s • Qᴴ (Fin.last n) := by
  constructor
  · intro h0
    have h1 := congrFun (congrFun h.unitary (Fin.last n)) (Fin.last n)
    rw [Matrix.mul_apply, Matrix.one_apply_eq] at h1
    have h2 : ∀ j, Qᴴ (Fin.last n) j = 0 := fun j => congrFun h0 j
    simp only [h2, zero_mul, Finset.sum_const_zero] at h1
    exact zero_ne_one h1
  · have hQ : Qᴴ * H = R + s • Qᴴ := by
      rw [triangular_factor_eq h, Matrix.mul_sub, Matrix.mul_smul, Matrix.mul_one,
        sub_add_cancel]
    ext j
    have hj := congrFun (congrFun hQ (Fin.last n)) j
    rw [Matrix.add_apply, last_row_eq_zero hH h hs j, zero_add] at hj
    exact hj
```

Here `hsim` is the unitary similarity, `hdet` the equality of determinants, and `hsub` identifies the minor left by the expansion. The identity holds for every complex `z`.

```lean
/-- Deflation: if the shift `s` is an eigenvalue of an unreduced Hessenberg matrix `H`, the
characteristic determinant of `H` is `z - s` times that of the leading block of the next iterate. -/
theorem deflation (hH : IsUnreducedHessenberg H) (h : IsShiftedQR H Q R s)
    (hs : IsEigenvalue H s) (z : ℂ) :
    (z • 1 - H).det = (z - s) * (z • 1 - leadingBlock (nextIterate Q R s)).det := by
  have hN := (perfect_shift hH h hs).2
  -- the next iterate is unitarily similar to `H`
  have hsim : z • 1 - nextIterate Q R s = Qᴴ * (z • 1 - H) * Q := by
    rw [nextIterate, triangular_factor_eq h]
    simp only [Matrix.mul_sub, Matrix.sub_mul, Matrix.mul_smul, Matrix.smul_mul,
      Matrix.mul_one, h.unitary, sub_add_cancel]
  have hdet : (z • 1 - H).det = (z • 1 - nextIterate Q R s).det := by
    have hu : Qᴴ.det * Q.det = 1 := by rw [← Matrix.det_mul, h.unitary, Matrix.det_one]
    rw [hsim, Matrix.det_mul, Matrix.det_mul]
    linear_combination (-(z • 1 - H).det) * hu
  have hsub : (z • 1 - nextIterate Q R s).submatrix (Fin.last n).succAbove
      (Fin.last n).succAbove = z • 1 - leadingBlock (nextIterate Q R s) := by
    ext i j
    simp [leadingBlock, Matrix.one_apply]
  -- expand along the last row, which has at most one nonzero entry
  rw [hdet, Matrix.det_succ_row _ (Fin.last n), Finset.sum_eq_single (Fin.last n)]
  · rw [hsub, Even.neg_one_pow ⟨_, rfl⟩, one_mul, Matrix.sub_apply, congrFun hN (Fin.last n)]
    simp
  · intro j _ hj
    rw [Matrix.sub_apply, congrFun hN j]
    simp [hj, hj.symm]
  · intro hn
    exact absurd (Finset.mem_univ _) hn
```

## Two matrices of size two

The first example satisfies all the hypotheses with $s=1$. Multiplying out gives $H'=\begin{pmatrix}8&-1\\0&1\end{pmatrix}$, from which the other eigenvalue, $8$, can be read off.

```lean
/-- An explicit two-dimensional perfect shift, with `s = 1`. -/
theorem perfect_shift_witness :
    IsUnreducedHessenberg (n := 1) !![4, 3; 4, 5] ∧
      IsEigenvalue (n := 1) !![4, 3; 4, 5] 1 ∧
      IsShiftedQR (n := 1) !![4, 3; 4, 5] !![3/5, -4/5; 4/5, 3/5] !![5, 5; 0, 0] 1 := by
  refine ⟨⟨?_, ?_⟩, ⟨![1, -1], ?_, ?_⟩, ⟨?_, ?_, ?_⟩⟩
  · intro i j h
    exfalso
    have := i.isLt
    omega
  · intro i j h
    fin_cases i <;> fin_cases j <;> simp at h ⊢
  · intro h
    simpa using congrFun h 0
  · ext i
    fin_cases i <;> simp [Matrix.mulVec, dotProduct, Fin.sum_univ_succ] <;> norm_num
  · -- the entries of `Q` are real, so conjugation leaves them unchanged
    have h3 : star (3 / 5 : ℂ) = 3 / 5 := Complex.conj_eq_iff_im.mpr (by norm_num)
    have h4 : star (4 / 5 : ℂ) = 4 / 5 := Complex.conj_eq_iff_im.mpr (by norm_num)
    have h5 : star (-4 / 5 : ℂ) = -4 / 5 := Complex.conj_eq_iff_im.mpr (by norm_num)
    have hQ : (!![3/5, -4/5; 4/5, 3/5] : Matrix (Fin 2) (Fin 2) ℂ)ᴴ =
        !![3/5, 4/5; -4/5, 3/5] := by
      ext i j
      fin_cases i <;> fin_cases j
      · exact h3
      · exact h4
      · exact h5
      · exact h3
    have hU : (!![3/5, -4/5; 4/5, 3/5] : Matrix (Fin 2) (Fin 2) ℂ)ᴴ *
        !![3/5, -4/5; 4/5, 3/5] = 1 := by
      rw [hQ]
      ext i j
      fin_cases i <;> fin_cases j <;>
        simp [Matrix.mul_apply, Fin.sum_univ_succ] <;> norm_num
    exact hU
  · intro i j h
    fin_cases i <;> fin_cases j <;> simp at h ⊢
  · ext i j
    fin_cases i <;> fin_cases j <;>
      simp [Matrix.mul_apply, Fin.sum_univ_succ] <;> norm_num
```

The second is the diagonal matrix from the beginning: its shift is an eigenvalue, yet with $Q=1$ the corner of $R$ is $1$. The theorem doesn't apply, since the subdiagonal entry is zero.

```lean
/-- For the matrix `diag(0, 1)`, whose subdiagonal entry is zero, the eigenvalue `0` as shift
allows a QR factorisation in which the last diagonal entry of `R` is `1`. -/
theorem zero_subdiagonal_counterexample :
    IsEigenvalue (n := 1) !![0, 0; 0, 1] 0 ∧
      IsShiftedQR (n := 1) !![0, 0; 0, 1] 1 !![0, 0; 0, 1] 0 ∧
      (!![0, 0; 0, 1] : Matrix (Fin 2) (Fin 2) ℂ) 1 1 = 1 := by
  refine ⟨⟨![1, 0], ?_, ?_⟩, ⟨?_, ?_, ?_⟩, ?_⟩
  · intro h
    simpa using congrFun h 0
  · ext i
    fin_cases i <;> simp [Matrix.mulVec, dotProduct, Fin.sum_univ_succ]
  · simp
  · intro i j h
    fin_cases i <;> fin_cases j <;> simp at h ⊢
  · simp
  · simp

end

end PerfectShiftQR
```

```lean
#print axioms PerfectShiftQR.last_column_left_eigenvector
#print axioms PerfectShiftQR.deflation
#print axioms PerfectShiftQR.zero_subdiagonal_counterexample
```

```
'PerfectShiftQR.last_column_left_eigenvector' depends on axioms: [propext, Classical.choice, Quot.sound]
'PerfectShiftQR.deflation' depends on axioms: [propext, Classical.choice, Quot.sound]
'PerfectShiftQR.zero_subdiagonal_counterexample' depends on axioms: [propext, Classical.choice, Quot.sound]
```
